# Squared overlaps averaged over a finite irreducible orthogonal action depend only on norms

Let $E$ be a real inner product space and $G$ a group acting on it by orthogonal maps, reflections allowed. In Lean the action is a homomorphism `ρ : G →* (E ≃ₗᵢ[ℝ] E)` into the linear isometries of $E$ onto itself. Below, $gb$ stands for `ρ g b`, and $d$ for the dimension of $E$, written `finrank ℝ E`.

```lean
import Mathlib

open Module

namespace QuadraticRotationalInvariants

noncomputable section

variable {G E : Type*} [Group G] [NormedAddCommGroup E] [InnerProductSpace ℝ E]
```

The space $E$ is one channel of a descriptor, and a vector in it is a pattern of expansion coefficients. The action is irreducible if every subspace $W$ with $gW\subseteq W$ for all $g$ is either $0$ or $E$. Only real subspaces count.

```lean
/-- An orthogonal action is irreducible when its only invariant subspaces are zero and the
whole space; it is used below for nonzero spaces. -/
def IsIrreducible (ρ : G →* (E ≃ₗᵢ[ℝ] E)) : Prop :=
  ∀ W : Submodule ℝ E, (∀ g, ∀ w ∈ W, ρ g w ∈ W) → W = ⊥ ∨ W = ⊤
```

For finite $G$, the averaged squared overlap of $a$ and $b$ is

$$A(a,b)=\frac1{|G|}\sum_{g\in G}\langle a,gb\rangle^2 .$$

```lean
/-- The squared overlap of `a` with the images of `b` under the action, averaged over the finite
group. -/
def averageSqOverlap [Fintype G] (ρ : G →* (E ≃ₗᵢ[ℝ] E)) (a b : E) : ℝ :=
  (∑ g, (inner ℝ a (ρ g b)) ^ 2) / (Fintype.card G : ℝ)
```

## An operator built from the transformed copies

Collect the copies of $b$ in the linear map

$$S_b x=\sum_{g}\langle gb,x\rangle\,gb .$$

The two proof fields in its definition establish linearity.

```lean
/-- The overlap operator of `b`: the sum over the group of the maps
`x ↦ ⟨g b, x⟩ g b`. -/
def overlapOperator [Fintype G] (ρ : G →* (E ≃ₗᵢ[ℝ] E)) (b : E) : E →ₗ[ℝ] E where
  toFun x := ∑ g, (inner ℝ (ρ g b) x) • ρ g b
  map_add' x y := by simp [inner_add_right, add_smul, Finset.sum_add_distrib]
  map_smul' c x := by simp [inner_smul_right, mul_smul, Finset.smul_sum]
```

Taking the inner product with $a$ gives

$$\langle a,S_bx\rangle=\sum_g\langle a,gb\rangle\langle x,gb\rangle .$$

At $x=a$ this is $|G|\,A(a,b)$. The right side is also symmetric in $a$ and $x$, so $S_b$ is a symmetric operator.

```lean
/-- Matrix elements of the overlap operator are sums of products of two overlaps. -/
theorem inner_overlapOperator [Fintype G] (ρ : G →* (E ≃ₗᵢ[ℝ] E)) (a b x : E) :
    inner ℝ a (overlapOperator ρ b x) = ∑ g, inner ℝ a (ρ g b) * inner ℝ x (ρ g b) := by
  change inner ℝ a (∑ g, (inner ℝ (ρ g b) x) • ρ g b) = _
  rw [inner_sum]
  refine Finset.sum_congr rfl fun g _ => ?_
  rw [inner_smul_right, real_inner_comm (ρ g b) x]
  ring
```

For $h\in G$, substitute $g=hk$ and use $\langle hkb,hx\rangle=\langle kb,x\rangle$:

$$S_b(hx)=\sum_k\langle hkb,hx\rangle\,hkb=h\sum_k\langle kb,x\rangle\,kb=h\,S_bx .$$

The substitution is `Equiv.sum_comp` applied to left multiplication by `h`; `LinearIsometryEquiv.inner_map_map` removes $h$ from the inner product.

```lean
/-- The overlap operator commutes with the action of every group element. -/
theorem overlapOperator_commutes [Fintype G] (ρ : G →* (E ≃ₗᵢ[ℝ] E)) (b : E) (h : G) (x : E) :
    overlapOperator ρ b (ρ h x) = ρ h (overlapOperator ρ b x) := by
  change ∑ g, (inner ℝ (ρ g b) (ρ h x)) • ρ g b = ρ h (∑ g, (inner ℝ (ρ g b) x) • ρ g b)
  -- relabel the group sum by g = h k
  refine (Equiv.sum_comp (Equiv.mulLeft h)
    (fun g => (inner ℝ (ρ g b) (ρ h x)) • ρ g b)).symm.trans ?_
  rw [map_sum]
  refine Finset.sum_congr rfl fun k _ => ?_
  have hk : ρ (h * k) b = ρ h (ρ k b) := by rw [map_mul]; rfl
  simp only [Equiv.coe_mulLeft, hk, map_smul, LinearIsometryEquiv.inner_map_map]
```

## Schur's lemma for symmetric operators

From here on $E$ is nonzero and finite-dimensional. Let $T$ be symmetric and commute with the action. It has a real eigenvalue $c$ with an eigenvector $v\neq0$. If $Tw=cw$, then $T(gw)=g(Tw)=c\,gw$, so the eigenspace is invariant. It contains $v$, so it is not $0$; irreducibility makes it all of $E$, and $T=c\,\mathbb 1$. The two cases after `rcases` are these two alternatives.

Without symmetry the conclusion can fail: a quarter turn of the plane commutes with all fourfold rotations but is not a multiple of the identity.

```lean
variable [FiniteDimensional ℝ E] [Nontrivial E]

/-- Schur's lemma for symmetric operators: on a nonzero finite-dimensional real space, a symmetric
operator that commutes with an irreducible orthogonal action is a multiple of the identity. -/
theorem symmetric_commuting_is_scalar {ρ : G →* (E ≃ₗᵢ[ℝ] E)} (hρ : IsIrreducible ρ)
    {T : E →ₗ[ℝ] E} (hT : T.IsSymmetric) (hc : ∀ g x, T (ρ g x) = ρ g (T x)) :
    ∃ c : ℝ, ∀ x, T x = c • x := by
  obtain ⟨c, hev⟩ : ∃ c : ℝ, Module.End.HasEigenvalue T c :=
    ⟨_, hT.hasEigenvalue_eigenvalues rfl ⟨0, Module.finrank_pos⟩⟩
  obtain ⟨v, hv⟩ := hev.exists_hasEigenvector
  refine ⟨c, fun x => ?_⟩
  -- the eigenspace is invariant, hence the whole space
  rcases hρ (Module.End.eigenspace T c) (fun g w hw => by
    rw [Module.End.mem_eigenspace_iff] at hw ⊢
    rw [hc, hw, map_smul]) with h | h
  · have hv0 : v ∈ Module.End.eigenspace T c :=
      Module.End.mem_eigenspace_iff.2 hv.apply_eq_smul
    rw [h, Submodule.mem_bot] at hv0
    exact absurd hv0 hv.2
  · have hx : x ∈ Module.End.eigenspace T c := by rw [h]; exact Submodule.mem_top
    exact Module.End.mem_eigenspace_iff.1 hx
```

## The trace fixes the constant

Thus $S_b=c\,\mathbb 1$. In an orthonormal basis $e_i$ its trace is $dc$, which is `h1`. Summing over the basis first gives `h2`:

$$\sum_i\langle e_i,S_be_i\rangle=\sum_g\sum_i\langle e_i,gb\rangle^2=\sum_g\|gb\|^2=|G|\,\|b\|^2 .$$

Hence $c=|G|\,\|b\|^2/d$.

```lean
/-- For an irreducible action on a nonzero finite-dimensional real space, the overlap operator
is the identity times the group order times `‖b‖² / d`, with `d` the dimension. -/
theorem overlapOperator_eq_scalar [Fintype G] {ρ : G →* (E ≃ₗᵢ[ℝ] E)}
    (hρ : IsIrreducible ρ) (b x : E) :
    overlapOperator ρ b x = ((Fintype.card G : ℝ) * ‖b‖ ^ 2 / (finrank ℝ E : ℝ)) • x := by
  have hS : (overlapOperator ρ b).IsSymmetric := by
    intro y z
    rw [real_inner_comm, inner_overlapOperator, inner_overlapOperator]
    exact Finset.sum_congr rfl fun g _ => mul_comm _ _
  obtain ⟨c, hc⟩ := symmetric_commuting_is_scalar hρ hS (overlapOperator_commutes ρ b)
  let e := stdOrthonormalBasis ℝ E
  -- evaluate the trace in two ways
  have h1 : ∑ i, inner ℝ (e i) (overlapOperator ρ b (e i)) = (finrank ℝ E : ℝ) * c := by
    have hi : ∀ i, inner ℝ (e i) (overlapOperator ρ b (e i)) = c := by
      intro i
      rw [hc, inner_smul_right, real_inner_self_eq_norm_sq, e.orthonormal.1 i]
      norm_num
    simp [hi]
  have h2 : ∑ i, inner ℝ (e i) (overlapOperator ρ b (e i))
      = (Fintype.card G : ℝ) * ‖b‖ ^ 2 := by
    have hg : ∀ g, ∑ i, inner ℝ (e i) (ρ g b) * inner ℝ (e i) (ρ g b) = ‖b‖ ^ 2 := by
      intro g
      have h := e.sum_inner_mul_inner (ρ g b) (ρ g b)
      rw [real_inner_self_eq_norm_sq, LinearIsometryEquiv.norm_map] at h
      rw [← h]
      refine Finset.sum_congr rfl fun i _ => ?_
      rw [real_inner_comm (e i) (ρ g b)]
    simp_rw [inner_overlapOperator]
    rw [Finset.sum_comm]
    simp [hg]
  have hd : (finrank ℝ E : ℝ) ≠ 0 := Nat.cast_ne_zero.2 Module.finrank_pos.ne'
  have hval : c = (Fintype.card G : ℝ) * ‖b‖ ^ 2 / (finrank ℝ E : ℝ) := by
    rw [eq_div_iff hd, mul_comm, ← h1, h2]
  rw [hc, hval]
```

Setting $x=a$ in the matrix element gives $|G|\,A(a,b)=\langle a,S_ba\rangle=c\|a\|^2$, and therefore

$$A(a,b)=\frac{\|a\|^2\|b\|^2}{d}.$$

```lean
/-- Within one irreducible channel, a nonzero real space of finite dimension `d`, the squared
overlap averaged over the finite group is `‖a‖² ‖b‖² / d`. -/
theorem averageSqOverlap_eq [Fintype G] {ρ : G →* (E ≃ₗᵢ[ℝ] E)}
    (hρ : IsIrreducible ρ) (a b : E) :
    averageSqOverlap ρ a b = ‖a‖ ^ 2 * ‖b‖ ^ 2 / (finrank ℝ E : ℝ) := by
  have h := inner_overlapOperator ρ a b a
  rw [overlapOperator_eq_scalar hρ, inner_smul_right, real_inner_self_eq_norm_sq] at h
  have hG : (Fintype.card G : ℝ) ≠ 0 := Nat.cast_ne_zero.2 Fintype.card_ne_zero
  unfold averageSqOverlap
  simp_rw [pow_two (inner ℝ a _)]
  rw [← h, div_eq_iff hG]
  ring
```

## The formula characterises irreducibility

Conversely, suppose the formula holds for all $a,b$ but some invariant $W$ is neither $0$ nor $E$. Choose nonzero $b\in W$ and nonzero $a\in W^\perp$. Every $gb$ lies in $W$, so $A(a,b)=0$, whereas the formula gives a positive number. In the proof these are `hz` and `hpos`.

```lean
/-- On a nonzero finite-dimensional real space, a finite orthogonal action is irreducible exactly
when the averaged squared overlap is `‖a‖² ‖b‖² / d` for all `a` and `b`. -/
theorem isIrreducible_iff_average [Fintype G] (ρ : G →* (E ≃ₗᵢ[ℝ] E)) :
    IsIrreducible ρ ↔
      ∀ a b, averageSqOverlap ρ a b = ‖a‖ ^ 2 * ‖b‖ ^ 2 / (finrank ℝ E : ℝ) := by
  refine ⟨averageSqOverlap_eq, fun h W hW => ?_⟩
  by_contra hne
  rw [not_or] at hne
  -- choose b in the invariant subspace and a orthogonal to it
  obtain ⟨b, hb, hb0⟩ := W.exists_mem_ne_zero_of_ne_bot hne.1
  obtain ⟨a, ha, ha0⟩ := Wᗮ.exists_mem_ne_zero_of_ne_bot
    (fun h0 => hne.2 (Submodule.orthogonal_eq_bot_iff.1 h0))
  have hz : averageSqOverlap ρ a b = 0 := by
    have hg : ∀ g, inner ℝ a (ρ g b) = 0 := fun g =>
      (Submodule.mem_orthogonal' W a).1 ha _ (hW g b hb)
    simp [averageSqOverlap, hg]
  have hd : (0 : ℝ) < (finrank ℝ E : ℝ) := Nat.cast_pos.2 Module.finrank_pos
  have hpos : 0 < ‖a‖ ^ 2 * ‖b‖ ^ 2 / (finrank ℝ E : ℝ) :=
    div_pos (mul_pos (pow_pos (norm_pos_iff.2 ha0) 2) (pow_pos (norm_pos_iff.2 hb0) 2)) hd
  rw [← h a b, hz] at hpos
  exact lt_irrefl _ hpos
```

## What the average retains

Fix $a\neq0$. Cancelling $\|a\|^2/d$ shows that $A(a,b)=A(a,b')$ exactly when $\|b\|^2=\|b'\|^2$, that is, when $\|b\|=\|b'\|$.

For symmetry-averaged descriptors in interatomic potentials, this means that a squared overlap averaged over a finite group, within a single channel irreducible under that group, cannot separate patterns of equal norm. Irreducibility under a finite group is a strong condition: the spherical harmonics of degree $l$ span a channel of dimension $2l+1$, and for $l\ge3$ this channel is reducible under every finite group of rotations and reflections of three-dimensional space. The theorem concerns neither the relative orientation of several channels nor integrals over the continuous rotation group.

```lean
/-- In a nonzero finite-dimensional real channel, irreducible under a finite group, the squared
overlaps with a fixed nonzero `a`, averaged over that group, distinguish two patterns exactly when
their norms differ. -/
theorem average_eq_iff_norm_eq [Fintype G] {ρ : G →* (E ≃ₗᵢ[ℝ] E)}
    (hρ : IsIrreducible ρ) {a : E} (ha : a ≠ 0) (b b' : E) :
    averageSqOverlap ρ a b = averageSqOverlap ρ a b' ↔ ‖b‖ = ‖b'‖ := by
  rw [averageSqOverlap_eq hρ, averageSqOverlap_eq hρ]
  constructor
  · intro h
    have hd : (finrank ℝ E : ℝ) ≠ 0 := Nat.cast_ne_zero.2 Module.finrank_pos.ne'
    have h2 := mul_left_cancel₀ (pow_ne_zero 2 (norm_ne_zero_iff.2 ha)) ((div_left_inj' hd).1 h)
    exact (sq_eq_sq₀ (norm_nonneg _) (norm_nonneg _)).1 h2
  · intro h
    rw [h]
```

## Fourfold rotations of the plane

Take $\mathbb C$ as a real plane, with the cyclic group of order four acting through multiplication by powers of $i$.

```lean
/-- The cyclic group of four elements acting on the plane by quarter turns. -/
def fourfoldRotation : Multiplicative (ZMod 4) →* (ℂ ≃ₗᵢ[ℝ] ℂ) :=
  rotation.comp (ZMod.toCircle (N := 4)).toMonoidHom
```

If an invariant $W$ contains $w\neq0$, it also contains $iw$. For any $z$, write $z/w=u+iv$ with real $u,v$; then $z=uw+v(iw)\in W$, so $W=\mathbb C$. In the proof, `h1` identifies the generator with $i$, and `hz` is this decomposition.

```lean
/-- The fourfold rotations act irreducibly on the real plane. -/
theorem fourfoldRotation_witness : IsIrreducible fourfoldRotation := by
  have h1 : ((ZMod.toCircle (1 : ZMod 4) : Circle) : ℂ) = Complex.I := by
    have h := ZMod.toCircle_intCast (N := 4) 1
    simp only [Int.cast_one] at h
    rw [h, show 2 * (Real.pi : ℂ) * Complex.I * 1 / ((4 : ℕ) : ℂ)
      = (Real.pi : ℂ) / 2 * Complex.I by push_cast; ring, Complex.exp_mul_I,
      Complex.cos_pi_div_two, Complex.sin_pi_div_two]
    ring
  intro W hW
  by_cases h : W = ⊥
  · exact Or.inl h
  right
  obtain ⟨w, hw, hw0⟩ := W.exists_mem_ne_zero_of_ne_bot h
  have hIw : Complex.I * w ∈ W := by
    have h2 := hW (Multiplicative.ofAdd 1) w hw
    change rotation (ZMod.toCircle (1 : ZMod 4)) w ∈ W at h2
    rwa [rotation_apply, h1] at h2
  -- w and its quarter turn span the plane
  refine Submodule.eq_top_iff'.2 fun z => ?_
  have hz : z = (z / w).re • w + (z / w).im • (Complex.I * w) := by
    rw [Complex.real_smul, Complex.real_smul]
    calc z = (z / w) * w := (div_mul_cancel₀ z hw0).symm
      _ = (((z / w).re : ℂ) + ((z / w).im : ℂ) * Complex.I) * w := by rw [Complex.re_add_im]
      _ = _ := by ring
  rw [hz]
  exact W.add_mem (W.smul_mem _ hw) (W.smul_mem _ hIw)

end

end QuadraticRotationalInvariants
```

```lean
#print axioms QuadraticRotationalInvariants.isIrreducible_iff_average
#print axioms QuadraticRotationalInvariants.average_eq_iff_norm_eq
```

```
'QuadraticRotationalInvariants.isIrreducible_iff_average' depends on axioms: [propext, Classical.choice, Quot.sound]
'QuadraticRotationalInvariants.average_eq_iff_norm_eq' depends on axioms: [propext, Classical.choice, Quot.sound]
```

## Two patterns with the same average

In this plane let $a=(1,2)$, $b=(5,0)$ and $b'=(3,4)$, so that $\|a\|^2=5$ and $\|b\|^2=\|b'\|^2=25$. The overlaps of $a$ with the four copies of each pattern are

- for $b$: $5,\,10,\,-5,\,-10$, with mean square $(25+100+25+100)/4=62.5$;
- for $b'$: $11,\,2,\,-11,\,-2$, with mean square $(121+4+121+4)/4=62.5$.

Both agree with $5\cdot25/2=62.5$, although no rotation in the group takes $b$ to $b'$.
